# The Hankel matrix of spectral moments of a finite Hermitian Hamiltonian equals VᵀV, with V the Vandermonde matrix of its energy levels

For a Hamiltonian given by an n×n complex Hermitian matrix H, the spectral moments are the traces tr H^k, that is, the sums of the k-th powers of the energy levels, not divided by n. The declaration `momentMatrix_eq_vandermonde` says that the matrix with entries tr H^(i+j), for i and j from 0 to n − 1, equals VᵀV, where V has the entry λ_l^i in row l and column i, and the λ_l are the eigenvalues of H counted with multiplicity. The attempt compares the two sides entry by entry. A single `simp only` is meant to unfold both matrices, turn the trace into a sum over levels by the earlier lemma `trace_pow_eq_sum_levels`, and split each power with `pow_add`.

The failing Lean file:

```lean
import Mathlib

open Matrix
open scoped ComplexOrder

namespace SpectralMomentHankel

noncomputable section

variable {n : ℕ}

/-- The Hankel matrix of spectral moments, with entries `tr H^(i+j)` for `0 ≤ i, j < n`. -/
def momentMatrix (H : Matrix (Fin n) (Fin n) ℂ) : Matrix (Fin n) (Fin n) ℂ :=
  Matrix.of fun i j => (H ^ ((i : ℕ) + (j : ℕ))).trace

/-- The trace of the `k`-th power of a Hermitian matrix is the sum of the `k`-th powers
of its energy levels. -/
theorem trace_pow_eq_sum_levels {H : Matrix (Fin n) (Fin n) ℂ} (hH : H.IsHermitian) (k : ℕ) :
    (H ^ k).trace = ∑ l, (hH.eigenvalues l : ℂ) ^ k := by
  -- the eigenvectors are the columns of a unitary matrix `U`
  obtain ⟨U, hU, hHU⟩ : ∃ U ∈ Matrix.unitaryGroup (Fin n) ℂ,
      H * U = U * Matrix.diagonal (fun l => (hH.eigenvalues l : ℂ)) := by
    refine ⟨hH.eigenvectorUnitary, hH.eigenvectorUnitary.2, ?_⟩
    ext i j
    have h := congrFun (hH.mulVec_eigenvectorBasis j) i
    rw [Matrix.mul_diagonal, Matrix.mul_apply]
    simp only [Matrix.IsHermitian.eigenvectorUnitary_apply]
    simpa [Matrix.mulVec, dotProduct, mul_comm] using h
  have hpow : ∀ m : ℕ, H ^ m * U
      = U * Matrix.diagonal (fun l => (hH.eigenvalues l : ℂ)) ^ m := by
    intro m
    induction m with
    | zero => simp
    | succ m ih => rw [pow_succ, mul_assoc, hHU, ← mul_assoc, ih, mul_assoc, ← pow_succ]
  have h1 : U * star U = 1 := Matrix.mem_unitaryGroup_iff.1 hU
  have h2 : star U * U = 1 := Matrix.mem_unitaryGroup_iff'.1 hU
  -- the trace does not depend on the basis
  calc (H ^ k).trace = (H ^ k * U * star U).trace := by rw [mul_assoc, h1, mul_one]
    _ = (star U * (U * Matrix.diagonal (fun l => (hH.eigenvalues l : ℂ)) ^ k)).trace := by
        rw [hpow, Matrix.trace_mul_comm]
    _ = (Matrix.diagonal (fun l => (hH.eigenvalues l : ℂ)) ^ k).trace := by
        rw [← mul_assoc, h2, one_mul]
    _ = ∑ l, (hH.eigenvalues l : ℂ) ^ k := by
        rw [Matrix.diagonal_pow, Matrix.trace_diagonal]
        simp

/-- The moment matrix is `Vᵀ V`, where `V` is the Vandermonde matrix of the energy levels. -/
theorem momentMatrix_eq_vandermonde {H : Matrix (Fin n) (Fin n) ℂ} (hH : H.IsHermitian) :
    momentMatrix H = (Matrix.vandermonde fun l => (hH.eigenvalues l : ℂ))ᵀ
      * Matrix.vandermonde fun l => (hH.eigenvalues l : ℂ) := by
  ext i j
  simp only [momentMatrix, Matrix.of_apply, Matrix.mul_apply, Matrix.transpose_apply,
    Matrix.vandermonde_apply, trace_pow_eq_sum_levels hH, pow_add]

end

end SpectralMomentHankel
```

The error:

```
Main.lean:50:62: error: unsolved goals
n : ℕ
H : Matrix (Fin n) (Fin n) ℂ
hH : H.IsHermitian
i j : Fin n
⊢ (H ^ ↑i * H ^ ↑j).trace = ∑ j_1, ↑(hH.eigenvalues j_1) ^ ↑i * ↑(hH.eigenvalues j_1) ^ ↑j
Main.lean:53:30: warning: This simp argument is unused:
  trace_pow_eq_sum_levels hH

Hint: Omit it from the simp argument list.
  [apply] simp only [momentMatrix, Matrix.of_apply, Matrix.mul_apply, Matrix.transpose_apply, Matrix.vandermonde_apply,
    pow_add]

Note: This linter can be disabled with `set_option linter.unusedSimpArgs false`
```

Diagnosis. The error shows what `simp only` left unproved: the right side is the expected sum of products, but the left side is still a trace, now of `H ^ ↑i * H ^ ↑j`. The lemma `trace_pow_eq_sum_levels hH` rewrites the trace of a single power of `H`. By default `simp` rewrites subterms before the term that contains them, and `pow_add` holds for matrix powers as well as for numbers, so it split `H ^ (↑i + ↑j)` inside the trace before the trace itself was tried. The lemma then had nothing to match, which is why the warning calls it unused.

The repair takes both lemmas out of the `simp only` call, so the power of `H` stays whole. `rw [trace_pow_eq_sum_levels hH]` then turns the trace into a sum of powers of the eigenvalues, and `Finset.sum_congr` applies `pow_add` to each term of that sum, where the split is wanted.

Fix (accepted with no message):

```diff
@@ -51,5 +51,7 @@
   ext i j
   simp only [momentMatrix, Matrix.of_apply, Matrix.mul_apply, Matrix.transpose_apply,
-    Matrix.vandermonde_apply, trace_pow_eq_sum_levels hH, pow_add]
+    Matrix.vandermonde_apply]
+  rw [trace_pow_eq_sum_levels hH]
+  exact Finset.sum_congr rfl fun l _ => pow_add _ _ _
 
 end
```
